# Optimal width for the least-squares slope of a noisy cubic on a balanced stencil

Suppose a "least-squares slope" is the slope of any line that minimises the squared residuals. I sample a cubic energy $E(x)=a_0+a_1x+a_2x^2+a_3x^3$, $a_3\neq0$, at $x_i=wt_i$, with zero-mean, uncorrelated noise of the same variance $\sigma^2>0$ at every point and width. Writing $S_k=\sum_i t_i^k$, I take $S_1=S_3=0<S_2$. The mean-square error of the slope as an estimate of $a_1$ should then be smallest, among widths $w>0$, at $w^6=\sigma^2S_2/(2a_3^2S_4^2)$. Can this be made rigorous and machine-checked?

## Balancing cubic bias against noise

Yes. The fit is defined by minimisation (`IsLineFit`), so its slope formula has to be derived. Write the model fitted to data $y_i$ as $g_i+bx_i$, with $\sum_i x_i^2>0$. If the rest $g$ satisfies $\sum_i x_ig_i=0$, the sum of squared residuals as a function of $b$ is

$$\text{const}-2b\sum_i x_iy_i+b^2\sum_i x_i^2,$$

minimal at $b=\sum_i x_iy_i/\sum_i x_i^2$. For a line $c+bx$, $g=c$ and $S_1=0$ suffices; for a parabola $c+bx+dx^2$, $g=c+dx^2$ and $S_1=S_3=0$ suffices.

Insert $y_i=E(wt_i)+\varepsilon_i$. The $a_0$ and $a_2$ terms carry $S_1$ and $S_3$ and vanish, leaving

$$b-a_1=a_3w^2\frac{S_4}{S_2}+\frac{\sum_i t_i\varepsilon_i}{wS_2}.$$

On squaring and averaging, zero mean removes the cross term and uncorrelatedness the off-diagonal terms, so the mean-square error is

$$M(w)=\frac{\sigma^2}{w^2S_2}+Bw^4,\qquad B=a_3^2\left(\frac{S_4}{S_2}\right)^2.$$

Here $B>0$, since $S_2>0$ forces $S_4>0$. With $w_0$ the positive root of the stated equation, $\sigma^2/S_2=2Bw_0^6$, so $M(w_0)=3Bw_0^4$ and

$$M(w)-M(w_0)=B\,\frac{(w^2-w_0^2)^2(w^2+2w_0^2)}{w^2}>0\quad(w>0,\ w\ne w_0).$$

In Lean 4 with Mathlib:

```lean
import Mathlib

open MeasureTheory

namespace SlopeFitWidth

noncomputable section

variable {ι : Type*} [Fintype ι] {Ω : Type*} [MeasurableSpace Ω]

/-- Power sum `S_k = ∑ tᵢ^k` of the dimensionless sampling positions. -/
def powerSum (t : ι → ℝ) (k : ℕ) : ℝ := ∑ i, t i ^ k

/-- Cubic energy curve `a₀ + a₁ x + a₂ x² + a₃ x³` along a displacement `x`. -/
def cubic (a₀ a₁ a₂ a₃ x : ℝ) : ℝ := a₀ + a₁ * x + a₂ * x ^ 2 + a₃ * x ^ 3

/-- Displacements `xᵢ = w tᵢ` of a stencil `t` scaled to width `w`. -/
def grid (w : ℝ) (t : ι → ℝ) (i : ι) : ℝ := w * t i

/-- Sampled energies: the cubic at `w tᵢ` plus the error `eᵢ`. -/
def samples (a₀ a₁ a₂ a₃ w : ℝ) (t e : ι → ℝ) (i : ι) : ℝ :=
  cubic a₀ a₁ a₂ a₃ (w * t i) + e i

/-- The line `c + b x` minimises the sum of squared residuals to the data `(xᵢ, yᵢ)`. -/
def IsLineFit (x y : ι → ℝ) (c b : ℝ) : Prop :=
  ∀ c' b' : ℝ, ∑ i, (y i - (c + b * x i)) ^ 2 ≤ ∑ i, (y i - (c' + b' * x i)) ^ 2

/-- The parabola `c + b x + d x²` minimises the sum of squared residuals to the data. -/
def IsParabolaFit (x y : ι → ℝ) (c b d : ℝ) : Prop :=
  ∀ c' b' d' : ℝ, ∑ i, (y i - (c + b * x i + d * x i ^ 2)) ^ 2
    ≤ ∑ i, (y i - (c' + b' * x i + d' * x i ^ 2)) ^ 2

/-- The ratio `∑ xᵢ yᵢ / ∑ xᵢ²`. -/
def lsSlope (x y : ι → ℝ) : ℝ := (∑ i, x i * y i) / ∑ i, x i ^ 2

/-- Arithmetic mean of the data values. -/
def dataMean (y : ι → ℝ) : ℝ := (∑ i, y i) / (Fintype.card ι : ℝ)

/-- Square-integrable, mean-zero, pairwise uncorrelated errors of common variance `σ²`. -/
structure WhiteNoise (μ : Measure Ω) (ε : ι → Ω → ℝ) (σ : ℝ) : Prop where
  memLp : ∀ i, MemLp (ε i) 2 μ
  mean_zero : ∀ i, ∫ ω, ε i ω ∂μ = 0
  var_eq : ∀ i, ∫ ω, ε i ω ^ 2 ∂μ = σ ^ 2
  uncorrelated : ∀ i j, i ≠ j → ∫ ω, ε i ω * ε j ω ∂μ = 0

/-- The function `σ²/(w² S₂) + a₃² w⁴ (S₄/S₂)²` of the width `w`. -/
def mseCurve (σ a₃ : ℝ) (t : ι → ℝ) (w : ℝ) : ℝ :=
  σ ^ 2 / (w ^ 2 * powerSum t 2) + a₃ ^ 2 * w ^ 4 * (powerSum t 4 / powerSum t 2) ^ 2

/-- If `∑ xᵢ² > 0` and the rest `g` of the fitted model is orthogonal to `x`, a coefficient `b` of `x` that
minimises the squared residuals equals `∑ xᵢ yᵢ / ∑ xᵢ²`. -/
theorem slope_eq_of_isMin {x y g : ι → ℝ} {b : ℝ} (hx : 0 < ∑ i, x i ^ 2)
    (hg : ∑ i, x i * g i = 0)
    (hmin : ∀ b' : ℝ, ∑ i, (y i - (g i + b * x i)) ^ 2 ≤ ∑ i, (y i - (g i + b' * x i)) ^ 2) :
    b = lsSlope x y := by
  have expand : ∀ β : ℝ, ∑ i, (y i - (g i + β * x i)) ^ 2
      = (∑ i, (y i - g i) ^ 2) - 2 * β * ((∑ i, x i * y i) - ∑ i, x i * g i)
        + β ^ 2 * ∑ i, x i ^ 2 := by
    intro β
    simp only [Finset.mul_sum, ← Finset.sum_sub_distrib, ← Finset.sum_add_distrib]
    exact Finset.sum_congr rfl fun i _ => by ring
  have hP : ∑ i, x i * y i = lsSlope x y * ∑ i, x i ^ 2 := by
    rw [lsSlope, div_mul_cancel₀ _ hx.ne']
  have h := hmin (lsSlope x y)
  rw [expand b, expand (lsSlope x y), hg, hP] at h
  -- completing the square in the slope
  have hq : (∑ i, x i ^ 2) * (b - lsSlope x y) ^ 2 ≤ 0 := by nlinarith [h]
  have h0 : (b - lsSlope x y) ^ 2 ≤ 0 := by
    by_contra hc
    have := mul_pos hx (not_le.mp hc)
    linarith
  have h1 : b - lsSlope x y = 0 :=
    (pow_eq_zero_iff two_ne_zero).mp (le_antisymm h0 (sq_nonneg _))
  linarith

/-- For centred displacements, not all zero, the data mean and `∑ xᵢ yᵢ / ∑ xᵢ²` form a
least-squares line, and every least-squares line has that slope. -/
theorem lineFit_centred {x : ι → ℝ} (y : ι → ℝ) (h1 : ∑ i, x i = 0) (hx : 0 < ∑ i, x i ^ 2) :
    IsLineFit x y (dataMean y) (lsSlope x y) ∧
      ∀ c b : ℝ, IsLineFit x y c b → b = lsSlope x y := by
  constructor
  · rcases isEmpty_or_nonempty ι with hι | hι
    · simp at hx
    have hN : 0 < (Fintype.card ι : ℝ) := by exact_mod_cast Fintype.card_pos
    have expand : ∀ c b : ℝ, ∑ i, (y i - (c + b * x i)) ^ 2
        = (∑ i, y i ^ 2) - 2 * c * (∑ i, y i) - 2 * b * (∑ i, x i * y i)
          + c ^ 2 * (Fintype.card ι : ℝ) + 2 * c * b * (∑ i, x i)
          + b ^ 2 * ∑ i, x i ^ 2 := by
      intro c b
      have hc : c ^ 2 * (Fintype.card ι : ℝ) = ∑ _i : ι, c ^ 2 := by
        rw [Finset.sum_const, Finset.card_univ, nsmul_eq_mul, mul_comm]
      rw [hc]
      simp only [Finset.mul_sum, ← Finset.sum_sub_distrib, ← Finset.sum_add_distrib]
      exact Finset.sum_congr rfl fun i _ => by ring
    have hm : ∑ i, y i = dataMean y * (Fintype.card ι : ℝ) := by
      rw [dataMean, div_mul_cancel₀ _ hN.ne']
    have hP : ∑ i, x i * y i = lsSlope x y * ∑ i, x i ^ 2 := by
      rw [lsSlope, div_mul_cancel₀ _ hx.ne']
    intro c' b'
    rw [expand (dataMean y) (lsSlope x y), expand c' b', h1, hm, hP]
    -- the excess is a sum of two weighted squares
    nlinarith [mul_nonneg hN.le (sq_nonneg (c' - dataMean y)),
      mul_nonneg hx.le (sq_nonneg (b' - lsSlope x y))]
  · intro c b hfit
    refine slope_eq_of_isMin (g := fun _ => c) hx ?_ fun β => hfit c β
    show ∑ i, x i * c = 0
    rw [← Finset.sum_mul, h1, zero_mul]

/-- For errors satisfying `WhiteNoise`, the mean square of `β + ∑ kᵢ εᵢ` is `β² + σ² ∑ kᵢ²`. -/
theorem mean_sq_affine {μ : Measure Ω} [IsProbabilityMeasure μ] {ε : ι → Ω → ℝ} {σ : ℝ}
    (h : WhiteNoise μ ε σ) (β : ℝ) (k : ι → ℝ) :
    ∫ ω, (β + ∑ i, k i * ε i ω) ^ 2 ∂μ = β ^ 2 + σ ^ 2 * ∑ i, k i ^ 2 := by
  classical
  -- the expectation is additive over finite sums
  have hsum : ∀ f : ι → Ω → ℝ, (∀ i, Integrable (f i) μ) → ∀ s : Finset ι,
      Integrable (fun ω => ∑ i ∈ s, f i ω) μ ∧
        ∫ ω, ∑ i ∈ s, f i ω ∂μ = ∑ i ∈ s, ∫ ω, f i ω ∂μ := by
    intro f hf s
    induction s using Finset.induction_on with
    | empty =>
      simp only [Finset.sum_empty]
      exact ⟨integrable_const 0, by simp⟩
    | insert a s ha ih =>
      simp only [Finset.sum_insert ha]
      exact ⟨(hf a).add ih.1,
        (integral_add (hf a) ih.1).trans (congrArg (fun z => (∫ ω, f a ω ∂μ) + z) ih.2)⟩
  have h1 : ∀ i, Integrable (ε i) μ := fun i => (h.memLp i).integrable one_le_two
  have h2 : ∀ i j, Integrable (fun ω => ε i ω * ε j ω) μ :=
    fun i j => (h.memLp i).integrable_mul (h.memLp j)
  have hv : ∀ i, ∫ ω, ε i ω * ε i ω ∂μ = σ ^ 2 := by
    intro i
    rw [← h.var_eq i]
    simp only [sq]
  have lin := hsum (fun i ω => 2 * β * k i * ε i ω) (fun i => (h1 i).const_mul _) Finset.univ
  have row := fun i => hsum (fun j ω => k i * k j * (ε i ω * ε j ω))
    (fun j => (h2 i j).const_mul _) Finset.univ
  have quad := hsum (fun i ω => ∑ j, k i * k j * (ε i ω * ε j ω))
    (fun i => (row i).1) Finset.univ
  have iC : Integrable (fun _ : Ω => β ^ 2) μ := integrable_const (β ^ 2)
  have iL : Integrable (fun ω => ∑ i, 2 * β * k i * ε i ω) μ := lin.1
  have iQ : Integrable (fun ω => ∑ i, ∑ j, k i * k j * (ε i ω * ε j ω)) μ := quad.1
  have iA : Integrable (fun ω => β ^ 2 + ∑ i, 2 * β * k i * ε i ω) μ := iC.add iL
  have eC : ∫ _ω, β ^ 2 ∂μ = β ^ 2 := by simp
  -- the cross term vanishes because the errors have mean zero
  have eL : ∫ ω, ∑ i, 2 * β * k i * ε i ω ∂μ = 0 := by
    refine lin.2.trans (Finset.sum_eq_zero fun i _ => ?_)
    show ∫ ω, 2 * β * k i * ε i ω ∂μ = 0
    rw [integral_const_mul, h.mean_zero, mul_zero]
  -- only the diagonal of the covariance survives
  have hrow : ∀ i, ∫ ω, ∑ j, k i * k j * (ε i ω * ε j ω) ∂μ = σ ^ 2 * k i ^ 2 := by
    intro i
    have e : ∀ j, ∫ ω, k i * k j * (ε i ω * ε j ω) ∂μ
        = if j = i then σ ^ 2 * k i ^ 2 else 0 := by
      intro j
      rw [integral_const_mul]
      split_ifs with hj
      · rw [hj, hv]
        ring
      · rw [h.uncorrelated i j (Ne.symm hj), mul_zero]
    refine (row i).2.trans ((Finset.sum_congr rfl fun j _ => e j).trans ?_)
    simp
  have eQ : ∫ ω, ∑ i, ∑ j, k i * k j * (ε i ω * ε j ω) ∂μ = σ ^ 2 * ∑ i, k i ^ 2 := by
    rw [Finset.mul_sum]
    exact quad.2.trans (Finset.sum_congr rfl fun i _ => hrow i)
  have expand : ∀ ω, (β + ∑ i, k i * ε i ω) ^ 2
      = (β ^ 2 + ∑ i, 2 * β * k i * ε i ω) + ∑ i, ∑ j, k i * k j * (ε i ω * ε j ω) := by
    intro ω
    have ha : ∑ i, 2 * β * k i * ε i ω = 2 * β * ∑ i, k i * ε i ω := by
      rw [Finset.mul_sum]
      exact Finset.sum_congr rfl fun i _ => by ring
    have hb : ∑ i, ∑ j, k i * k j * (ε i ω * ε j ω)
        = (∑ i, k i * ε i ω) * ∑ j, k j * ε j ω := by
      rw [Finset.sum_mul_sum]
      exact Finset.sum_congr rfl fun i _ => Finset.sum_congr rfl fun j _ => by ring
    rw [ha, hb]
    ring
  calc ∫ ω, (β + ∑ i, k i * ε i ω) ^ 2 ∂μ
      = ∫ ω, (β ^ 2 + ∑ i, 2 * β * k i * ε i ω)
          + ∑ i, ∑ j, k i * k j * (ε i ω * ε j ω) ∂μ :=
        congrArg (integral μ) (funext expand)
    _ = β ^ 2 + σ ^ 2 * ∑ i, k i ^ 2 := by
        rw [integral_add iA iQ, integral_add iC iL, eC, eL, eQ, add_zero]

/-- With `S₁ = S₃ = 0 < S₂` and `w ≠ 0`, the slope ratio deviates from `a₁` by
`a₃ w² S₄/S₂ + ∑ tᵢ eᵢ/(w S₂)`. -/
theorem slope_error (a₀ a₁ a₂ a₃ : ℝ) {w : ℝ} {t : ι → ℝ} (hw : w ≠ 0)
    (h1 : powerSum t 1 = 0) (h3 : powerSum t 3 = 0) (h2 : 0 < powerSum t 2) (e : ι → ℝ) :
    lsSlope (grid w t) (samples a₀ a₁ a₂ a₃ w t e) - a₁
      = a₃ * w ^ 2 * (powerSum t 4 / powerSum t 2) + ∑ i, t i / (w * powerSum t 2) * e i := by
  have hnum : ∑ i, w * t i * (cubic a₀ a₁ a₂ a₃ (w * t i) + e i)
      = a₀ * w * powerSum t 1 + a₁ * w ^ 2 * powerSum t 2 + a₂ * w ^ 3 * powerSum t 3
        + a₃ * w ^ 4 * powerSum t 4 + w * ∑ i, t i * e i := by
    simp only [powerSum, cubic, Finset.mul_sum, ← Finset.sum_add_distrib]
    exact Finset.sum_congr rfl fun i _ => by ring
  have hden : ∑ i, (w * t i) ^ 2 = w ^ 2 * powerSum t 2 := by
    simp only [powerSum, Finset.mul_sum, mul_pow]
  have hlast : ∑ i, t i / (w * powerSum t 2) * e i = (∑ i, t i * e i) / (w * powerSum t 2) := by
    rw [Finset.sum_div]
    exact Finset.sum_congr rfl fun i _ => by ring
  have h2' := h2.ne'
  show (∑ i, w * t i * (cubic a₀ a₁ a₂ a₃ (w * t i) + e i)) / (∑ i, (w * t i) ^ 2) - a₁ = _
  -- the even coefficients a₀ and a₂ drop out with S₁ and S₃
  rw [hnum, hden, hlast, h1, h3]
  field_simp
  ring

/-- For errors satisfying `WhiteNoise`, `S₁ = S₃ = 0 < S₂` and `w ≠ 0`, the mean-square
deviation of the slope ratio from `a₁` is
`σ²/(w² S₂) + a₃² w⁴ (S₄/S₂)²`. -/
theorem mse_lsSlope {μ : Measure Ω} [IsProbabilityMeasure μ] {ε : ι → Ω → ℝ} {σ : ℝ}
    (h : WhiteNoise μ ε σ) (a₀ a₁ a₂ a₃ : ℝ) {w : ℝ} {t : ι → ℝ} (hw : w ≠ 0)
    (h1 : powerSum t 1 = 0) (h3 : powerSum t 3 = 0) (h2 : 0 < powerSum t 2) :
    ∫ ω, (lsSlope (grid w t) (samples a₀ a₁ a₂ a₃ w t fun i => ε i ω) - a₁) ^ 2 ∂μ
      = mseCurve σ a₃ t w := by
  have h2' := h2.ne'
  calc ∫ ω, (lsSlope (grid w t) (samples a₀ a₁ a₂ a₃ w t fun i => ε i ω) - a₁) ^ 2 ∂μ
      = ∫ ω, (a₃ * w ^ 2 * (powerSum t 4 / powerSum t 2)
          + ∑ i, t i / (w * powerSum t 2) * ε i ω) ^ 2 ∂μ :=
        congrArg (integral μ) (funext fun ω => congrArg (fun z : ℝ => z ^ 2)
          (slope_error a₀ a₁ a₂ a₃ hw h1 h3 h2 fun i => ε i ω))
    _ = (a₃ * w ^ 2 * (powerSum t 4 / powerSum t 2)) ^ 2
          + σ ^ 2 * ∑ i, (t i / (w * powerSum t 2)) ^ 2 :=
        mean_sq_affine h _ fun i => t i / (w * powerSum t 2)
    _ = mseCurve σ a₃ t w := by
        have hk : ∑ i, (t i / (w * powerSum t 2)) ^ 2
            = powerSum t 2 / (w * powerSum t 2) ^ 2 := by
          simp only [div_pow]
          rw [← Finset.sum_div]
          rfl
        rw [hk]
        unfold mseCurve
        field_simp
        ring

/-- For errors satisfying `WhiteNoise`, `S₁ = S₃ = 0 < S₂` and `w ≠ 0`, the slope of a
least-squares line through the noisy samples has mean-square deviation
from `a₁` equal to `σ²/(w² S₂) + a₃² w⁴ (S₄/S₂)²`. -/
theorem mse_lineFit {μ : Measure Ω} [IsProbabilityMeasure μ] {ε : ι → Ω → ℝ} {σ : ℝ}
    (h : WhiteNoise μ ε σ) (a₀ a₁ a₂ a₃ : ℝ) {w : ℝ} {t : ι → ℝ} (hw : w ≠ 0)
    (h1 : powerSum t 1 = 0) (h3 : powerSum t 3 = 0) (h2 : 0 < powerSum t 2) {c b : Ω → ℝ}
    (hfit : ∀ ω, IsLineFit (grid w t) (samples a₀ a₁ a₂ a₃ w t fun i => ε i ω) (c ω) (b ω)) :
    ∫ ω, (b ω - a₁) ^ 2 ∂μ = mseCurve σ a₃ t w := by
  have hx1 : ∑ i, grid w t i = 0 := by
    have hs : ∑ i, t i = powerSum t 1 := by simp [powerSum]
    show ∑ i, w * t i = 0
    rw [← Finset.mul_sum, hs, h1, mul_zero]
  have hx2 : 0 < ∑ i, grid w t i ^ 2 := by
    have hs : ∑ i, grid w t i ^ 2 = w ^ 2 * powerSum t 2 := by
      simp only [grid, powerSum, Finset.mul_sum, mul_pow]
    rw [hs]
    positivity
  have hb : ∀ ω, b ω = lsSlope (grid w t) (samples a₀ a₁ a₂ a₃ w t fun i => ε i ω) :=
    fun ω => (lineFit_centred _ hx1 hx2).2 _ _ (hfit ω)
  simp only [hb]
  exact mse_lsSlope h a₀ a₁ a₂ a₃ hw h1 h3 h2

/-- For errors satisfying `WhiteNoise`, `S₁ = S₃ = 0 < S₂` and `w ≠ 0`, the linear coefficient
of a least-squares parabola through the noisy samples has
mean-square deviation from `a₁` equal to `σ²/(w² S₂) + a₃² w⁴ (S₄/S₂)²`. -/
theorem mse_parabolaFit {μ : Measure Ω} [IsProbabilityMeasure μ] {ε : ι → Ω → ℝ} {σ : ℝ}
    (h : WhiteNoise μ ε σ) (a₀ a₁ a₂ a₃ : ℝ) {w : ℝ} {t : ι → ℝ} (hw : w ≠ 0)
    (h1 : powerSum t 1 = 0) (h3 : powerSum t 3 = 0) (h2 : 0 < powerSum t 2) {c b d : Ω → ℝ}
    (hfit : ∀ ω, IsParabolaFit (grid w t) (samples a₀ a₁ a₂ a₃ w t fun i => ε i ω)
      (c ω) (b ω) (d ω)) :
    ∫ ω, (b ω - a₁) ^ 2 ∂μ = mseCurve σ a₃ t w := by
  have hx2 : 0 < ∑ i, grid w t i ^ 2 := by
    have hs : ∑ i, grid w t i ^ 2 = w ^ 2 * powerSum t 2 := by
      simp only [grid, powerSum, Finset.mul_sum, mul_pow]
    rw [hs]
    positivity
  have hb : ∀ ω, b ω = lsSlope (grid w t) (samples a₀ a₁ a₂ a₃ w t fun i => ε i ω) := by
    intro ω
    refine slope_eq_of_isMin (g := fun i => c ω + d ω * grid w t i ^ 2) hx2 ?_ fun β => ?_
    · -- x is orthogonal to 1 and to x²
      calc ∑ i, grid w t i * (c ω + d ω * grid w t i ^ 2)
          = c ω * w * powerSum t 1 + d ω * w ^ 3 * powerSum t 3 := by
            simp only [grid, powerSum, Finset.mul_sum, ← Finset.sum_add_distrib]
            exact Finset.sum_congr rfl fun i _ => by ring
        _ = 0 := by
            rw [h1, h3]
            ring
    · have key : ∀ (γ : ℝ) (i : ι), c ω + d ω * grid w t i ^ 2 + γ * grid w t i
          = c ω + γ * grid w t i + d ω * grid w t i ^ 2 := by
        intro γ i
        ring
      simp only [key]
      exact hfit ω (c ω) β (d ω)
  simp only [hb]
  exact mse_lsSlope h a₀ a₁ a₂ a₃ hw h1 h3 h2

/-- A stencil with `S₂ > 0` has `S₄ > 0`. -/
theorem powerSum_four_pos {t : ι → ℝ} (h2 : 0 < powerSum t 2) : 0 < powerSum t 4 := by
  have hex : ∃ i, t i ≠ 0 := by
    by_contra hc
    have hz : ∀ i, t i = 0 := fun i => by
      by_contra hi
      exact hc ⟨i, hi⟩
    simp [powerSum, hz] at h2
  obtain ⟨i, hi⟩ := hex
  unfold powerSum
  exact Finset.sum_pos' (fun j _ => by positivity) ⟨i, Finset.mem_univ i, by positivity⟩

/-- For `a₃ ≠ 0` and `S₂ > 0`, a positive width `w₀` with `2 a₃² S₄² w₀⁶ = σ² S₂` gives a
strictly smaller value of
`σ²/(w² S₂) + a₃² w⁴ (S₄/S₂)²` than any other positive width. -/
theorem mseCurve_lt {σ a₃ w₀ w : ℝ} {t : ι → ℝ} (ha : a₃ ≠ 0) (h2 : 0 < powerSum t 2)
    (hw₀ : 0 < w₀) (hopt : 2 * a₃ ^ 2 * powerSum t 4 ^ 2 * w₀ ^ 6 = σ ^ 2 * powerSum t 2)
    (hw : 0 < w) (hne : w ≠ w₀) :
    mseCurve σ a₃ t w₀ < mseCurve σ a₃ t w := by
  have h4 := powerSum_four_pos h2
  have h2' := h2.ne'
  have hw' := hw.ne'
  have hw₀' := hw₀.ne'
  have hs : σ ^ 2 = w₀ ^ 6 * (2 * a₃ ^ 2 * powerSum t 4 ^ 2) / powerSum t 2 := by
    rw [eq_div_iff h2']
    linear_combination (-1 : ℝ) * hopt
  -- the excess over the optimum factorises with a double root at w² = w₀²
  have excess : mseCurve σ a₃ t w - mseCurve σ a₃ t w₀
      = a₃ ^ 2 * (powerSum t 4 / powerSum t 2) ^ 2
        * ((w ^ 2 - w₀ ^ 2) ^ 2 * (w ^ 2 + 2 * w₀ ^ 2) / w ^ 2) := by
    unfold mseCurve
    rw [hs]
    field_simp
    ring
  have hd : w ^ 2 - w₀ ^ 2 ≠ 0 := by
    intro hz
    have hprod : (w - w₀) * (w + w₀) = 0 := by linear_combination hz
    rcases mul_eq_zero.mp hprod with h | h
    · exact hne (by linarith)
    · linarith
  have hsq : 0 < (w ^ 2 - w₀ ^ 2) ^ 2 :=
    lt_of_le_of_ne (sq_nonneg _) (pow_ne_zero 2 hd).symm
  have hpos : 0 < a₃ ^ 2 * (powerSum t 4 / powerSum t 2) ^ 2
      * ((w ^ 2 - w₀ ^ 2) ^ 2 * (w ^ 2 + 2 * w₀ ^ 2) / w ^ 2) :=
    mul_pos (by positivity) (div_pos (mul_pos hsq (by positivity)) (by positivity))
  linarith

/-- For errors satisfying `WhiteNoise` with `σ > 0`, `a₃ ≠ 0` and `S₁ = S₃ = 0 < S₂`, the slope
of a least-squares line at width `w > 0` has mean-square error
`σ²/(w² S₂) + a₃² w⁴ (S₄/S₂)²`, and a width `w₀ > 0` with `w₀⁶ = σ² S₂/(2 a₃² S₄²)` is its
strict minimiser, with value `3 a₃² w₀⁴ (S₄/S₂)²`. -/
theorem optimal_width {μ : Measure Ω} [IsProbabilityMeasure μ] {ε : ι → Ω → ℝ} {σ : ℝ}
    (h : WhiteNoise μ ε σ) (hσ : 0 < σ) (a₀ a₁ a₂ a₃ : ℝ) (ha : a₃ ≠ 0) {t : ι → ℝ}
    (h1 : powerSum t 1 = 0) (h3 : powerSum t 3 = 0) (h2 : 0 < powerSum t 2)
    {c b : ℝ → Ω → ℝ}
    (hfit : ∀ w, 0 < w → ∀ ω,
      IsLineFit (grid w t) (samples a₀ a₁ a₂ a₃ w t fun i => ε i ω) (c w ω) (b w ω)) :
    (∀ w, 0 < w → ∫ ω, (b w ω - a₁) ^ 2 ∂μ
        = σ ^ 2 / (w ^ 2 * powerSum t 2)
          + a₃ ^ 2 * w ^ 4 * (powerSum t 4 / powerSum t 2) ^ 2) ∧
      ∃ w₀, 0 < w₀ ∧ w₀ ^ 6 = σ ^ 2 * powerSum t 2 / (2 * a₃ ^ 2 * powerSum t 4 ^ 2) ∧
        ∫ ω, (b w₀ ω - a₁) ^ 2 ∂μ
          = 3 * (a₃ ^ 2 * w₀ ^ 4 * (powerSum t 4 / powerSum t 2) ^ 2) ∧
        ∀ w, 0 < w → w ≠ w₀ → ∫ ω, (b w₀ ω - a₁) ^ 2 ∂μ < ∫ ω, (b w ω - a₁) ^ 2 ∂μ := by
  have F : ∀ w, 0 < w → ∫ ω, (b w ω - a₁) ^ 2 ∂μ = mseCurve σ a₃ t w :=
    fun w hw => mse_lineFit h a₀ a₁ a₂ a₃ hw.ne' h1 h3 h2 (hfit w hw)
  have h4 := powerSum_four_pos h2
  have h2' := h2.ne'
  have h4' := h4.ne'
  have hK : 0 < σ ^ 2 * powerSum t 2 / (2 * a₃ ^ 2 * powerSum t 4 ^ 2) := by positivity
  -- the positive sixth root
  obtain ⟨w₀, hw₀, hroot⟩ : ∃ w₀ : ℝ, 0 < w₀ ∧
      w₀ ^ 6 = σ ^ 2 * powerSum t 2 / (2 * a₃ ^ 2 * powerSum t 4 ^ 2) :=
    ⟨(σ ^ 2 * powerSum t 2 / (2 * a₃ ^ 2 * powerSum t 4 ^ 2)) ^ (((6 : ℕ) : ℝ)⁻¹),
      Real.rpow_pos_of_pos hK _, Real.rpow_inv_natCast_pow hK.le (by norm_num)⟩
  have hw₀' := hw₀.ne'
  have hopt : 2 * a₃ ^ 2 * powerSum t 4 ^ 2 * w₀ ^ 6 = σ ^ 2 * powerSum t 2 := by
    rw [hroot]
    field_simp
  refine ⟨F, w₀, hw₀, hroot, ?_, fun w hw hne => ?_⟩
  · have hs : σ ^ 2 = w₀ ^ 6 * (2 * a₃ ^ 2 * powerSum t 4 ^ 2) / powerSum t 2 := by
      rw [eq_div_iff h2']
      linear_combination (-1 : ℝ) * hopt
    rw [F w₀ hw₀]
    unfold mseCurve
    rw [hs]
    field_simp
    ring
  · rw [F w₀ hw₀, F w hw]
    exact mseCurve_lt ha h2 hw₀ hopt hw hne

/-- The symmetric three-point stencil `(-1, 0, 1)`. -/
def threePoint : Fin 3 → ℝ := ![-1, 0, 1]

/-- Three sign patterns on four outcomes. -/
def walsh : Fin 3 → Fin 4 → ℝ := ![![1, 1, -1, -1], ![1, -1, 1, -1], ![1, -1, -1, 1]]

/-- Equal weight `1/4` on each of four outcomes. -/
def uniform4 : Measure (Fin 4) := (4 : ENNReal)⁻¹ • Measure.count

/-- The sign patterns scaled by `σ` are uncorrelated mean-zero errors of variance `σ²` on four
equally likely outcomes, and the three-point stencil has `S₁ = S₃ = 0 < S₂`. -/
theorem threePoint_witness (σ : ℝ) :
    IsProbabilityMeasure uniform4 ∧ WhiteNoise uniform4 (fun i ω => σ * walsh i ω) σ ∧
      powerSum threePoint 1 = 0 ∧ powerSum threePoint 3 = 0 ∧ 0 < powerSum threePoint 2 := by
  have hP : IsProbabilityMeasure uniform4 := by
    constructor
    have hc : (Measure.count : Measure (Fin 4)) Set.univ = 4 := by
      simp
    rw [uniform4, Measure.smul_apply, smul_eq_mul, hc]
    exact ENNReal.inv_mul_cancel (by norm_num) (by simp)
  have hint : ∀ f : Fin 4 → ℝ, ∫ ω, f ω ∂uniform4 = (f 0 + f 1 + f 2 + f 3) / 4 := by
    intro f
    have hq : ((4 : ENNReal)⁻¹).toReal = 1 / 4 := by simp
    rw [uniform4, integral_smul_measure, integral_count, Fin.sum_univ_four, hq, smul_eq_mul]
    ring
  refine ⟨hP, ⟨fun i => ?_, fun i => ?_, fun i => ?_, fun i j hij => ?_⟩, ?_, ?_, ?_⟩
  · have := hP
    first
      | exact MemLp.of_discrete
      | exact MemLp.of_bound (measurable_of_finite _).aestronglyMeasurable
          (∑ ω, ‖σ * walsh i ω‖)
          (ae_of_all _ fun ω => Finset.single_le_sum (f := fun ω => ‖σ * walsh i ω‖)
            (fun _ _ => norm_nonneg _) (Finset.mem_univ ω))
  · rw [hint]
    fin_cases i <;> simp [walsh] <;> ring
  · rw [hint]
    fin_cases i <;> simp [walsh] <;> ring
  · rw [hint]
    fin_cases i <;> fin_cases j <;>
      first
        | exact absurd rfl hij
        | (simp [walsh] <;> ring)
  · norm_num [powerSum, threePoint, Fin.sum_univ_succ]
  · norm_num [powerSum, threePoint, Fin.sum_univ_succ]
  · norm_num [powerSum, threePoint, Fin.sum_univ_succ]

end

end SlopeFitWidth
```

```lean
#print axioms SlopeFitWidth.mse_parabolaFit
#print axioms SlopeFitWidth.optimal_width
```

```
'SlopeFitWidth.mse_parabolaFit' depends on axioms: [propext, Classical.choice, Quot.sound]
'SlopeFitWidth.optimal_width' depends on axioms: [propext, Classical.choice, Quot.sound]
```

In `optimal_width`, `ι` indexes the finitely many geometries, `Ω` holds the noise outcomes, and the integral over `μ` is the expectation. `WhiteNoise` holds for unbiased, independent energy runs of equal, finite variance, and `optimal_width` uses the same error variables `ε` at every width; they enter $M(w)$ only through `σ`. The theorem gives $M(w)$ and its strict minimiser for line fits; `mse_parabolaFit` gives parabolas the same error.

For quantum Monte Carlo forces, $-a_1$, the width $w_0$ balances bias against noise when the energy is cubic over the stencil and the runs meet these noise assumptions. Correlated sampling, which correlates the errors at different geometries, is not covered.

`slope_eq_of_isMin` completes the square, and `lineFit_centred` also shows that a fitted line exists. `slope_error` separates bias from noise, and `mean_sq_affine` averages the square. In `mseCurve_lt`, `field_simp` and `ring` verify the factorisation; `optimal_width` supplies the sixth root. `threePoint_witness` exhibits a stencil and noise satisfying the assumptions.
